# A Froissart doublet in the Padé approximant of a noisy $1/z$

## A single level and its moments

Let $a,b,c,d$ be complex and
$$G(z)=\frac{az+b}{Q(z)},\qquad Q(z)=z^2+cz+d .$$
$G$ has moments $m_0,\dots,m_3$ if
$$z^4\Big[G(z)-\frac{m_0}{z}-\frac{m_1}{z^2}-\frac{m_2}{z^3}-\frac{m_3}{z^4}\Big]\to0\quad\text{as } |z|\to\infty$$
in the complex plane.

The Green's function $1/z$ of one level at energy zero has moments $1,0,0,0$. We keep the first two exact and replace the others by $\varepsilon$ and $\varepsilon s$. Here $\varepsilon$ is the noise amplitude and $s$ the ratio of the two errors, held fixed as $\varepsilon\to0$.

## A pole placed by the noise

For $\varepsilon\neq0$ the only fit of this form is
$$G(z)=\frac{z-s}{z^2-sz-\varepsilon}.$$
For real $s,\varepsilon$ with $s^2+4\varepsilon>0$, set $r=\sqrt{s^2+4\varepsilon}$. The fit has a zero at $s$ and a simple pole at $p=(s+r)/2$ with residue $w=(p-s)/r$. If $s>0$, then as $\varepsilon\to0$
$$\frac{p-s}{\varepsilon}\to\frac1s,\qquad \frac{w}{\varepsilon}\to\frac1{s^2}.$$
This close pair of a zero and a weak pole is a Froissart doublet.

## From four equations to the doublet

Multiplying the error expression by $Q(z)/z^2$, which tends to 1, gives
$$(a-m_0)z^3+(b-m_1-cm_0)z^2-(m_2+cm_1+dm_0)z-(m_3+cm_2+dm_1)$$
plus the vanishing terms $-(cm_3+dm_2)/z-dm_3/z^2$. The moment condition therefore holds exactly when all four coefficients of the cubic vanish.

For moments $1,0,\varepsilon,\varepsilon s$ this means $a=1$, $b=c$, $d=-\varepsilon$ and $\varepsilon(s+c)=0$. Since $\varepsilon\ne0$, $c=b=-s$. At $\varepsilon=0$ the last equation is empty, and $(z+c)/(z^2+cz)$ fits for every $c$. The factor $z+c$ cancels, so all these fits are the same rational function $1/z$; only the coefficients are undetermined.

Let $q=(s-r)/2$ be the other root of the denominator. Then $p+q=s$ and $pq=-\varepsilon$, so
$$p(p-s)=-pq=\varepsilon .$$
Hence $p\neq s$. The denominator at $s$ is $-\varepsilon\neq0$, so the zero is not cancelled. The residue is
$$w=\lim_{z\to p}(z-p)\frac{z-s}{(z-p)(z-q)}=\frac{p-s}{p-q}=\frac{p-s}{r}\neq0 .$$

For $s>0$ and small $\varepsilon\ne0$, $(p-s)/\varepsilon=1/p$ and $w/\varepsilon=1/(pr)$. Both $p$ and $r$ tend to $s$, which gives the limits. The genuine pole moves from $0$ to $q=s-p$, so $q/\varepsilon\to-1/s$.

## The doublet in a continuation code

A moment-based code can first solve for the denominator:
$$\begin{pmatrix}m_1&m_0\\m_2&m_1\end{pmatrix}\begin{pmatrix}c\\d\end{pmatrix}=-\begin{pmatrix}m_2\\m_3\end{pmatrix}.$$
Here the determinant is $-\varepsilon$, so the system is nearly singular for weak noise. After finding the roots, one can flag poles that have a small residue and a nearby zero, then refit with perturbed data to see whether they stay put.

In $GW$ calculations, Padé continuation from the imaginary axis usually fits function values; the model here fits moments instead. It illustrates how noise can create a spurious pole in a Padé approximant, but does not analyse fits to function values.

## Reading the Lean statements

`HasMoments` is the moment condition, with `cobounded ℂ` expressing $|z|\to\infty$ in every direction. `spuriousPole`, `genuinePole` and `spuriousWeight` are $p$, $q$ and $w$. These names suit $s>0$ and small $\varepsilon$, although `fitted_zero_and_pole` allows any real $s$ with $s^2+4\varepsilon>0$. That hypothesis makes the poles real and distinct. The filter `𝓝[≠] 0` lets $\varepsilon$ approach zero from both sides without reaching it.

The theorems treat neither noise in $m_0$ or $m_1$ nor higher-order approximants.

```lean
import Mathlib

open Filter Topology Bornology

namespace FroissartDoublet

noncomputable section

/-- The rational function `(a z + b) / (z² + c z + d)`, with Lean's value `0` at the zeros of its
denominator. -/
def pade (a b c d z : ℂ) : ℂ := (a * z + b) / (z ^ 2 + c * z + d)

/-- The function `f` has the large-`z` expansion `m₀/z + m₁/z² + m₂/z³ + m₃/z⁴` up to an
error that is small compared with `1/z⁴`. -/
def HasMoments (f : ℂ → ℂ) (m₀ m₁ m₂ m₃ : ℂ) : Prop :=
  Tendsto (fun z => z ^ 4 * (f z - (m₀ / z + m₁ / z ^ 2 + m₂ / z ^ 3 + m₃ / z ^ 4)))
    (cobounded ℂ) (𝓝 0)

/-- The position `p = (s + √(s² + 4ε)) / 2` of the spurious pole, for `s² + 4ε ≥ 0`. -/
def spuriousPole (s ε : ℝ) : ℝ := (s + √(s ^ 2 + 4 * ε)) / 2

/-- The position `(s - √(s² + 4ε)) / 2` of the other pole, for `s² + 4ε ≥ 0`. -/
def genuinePole (s ε : ℝ) : ℝ := (s - √(s ^ 2 + 4 * ε)) / 2

/-- The weight `(p - s) / √(s² + 4ε)` of the spurious pole, for `s² + 4ε > 0`. -/
def spuriousWeight (s ε : ℝ) : ℝ := (spuriousPole s ε - s) / √(s ^ 2 + 4 * ε)

private lemma eventually_ne : ∀ᶠ z : ℂ in cobounded ℂ, z ≠ 0 := by
  filter_upwards [(tendsto_norm_cobounded_atTop (E := ℂ)).eventually
    (eventually_gt_atTop 0)] with z hz
  exact norm_pos_iff.1 hz

private lemma tendsto_inv : Tendsto (fun z : ℂ => z⁻¹) (cobounded ℂ) (𝓝 0) := by
  rw [tendsto_zero_iff_norm_tendsto_zero]
  simp only [norm_inv]
  exact tendsto_inv_atTop_zero.comp tendsto_norm_cobounded_atTop

private lemma tendsto_inv_poly (A B C D : ℂ) :
    Tendsto (fun z : ℂ => A + B * z⁻¹ + C * z⁻¹ ^ 2 + D * z⁻¹ ^ 3) (cobounded ℂ) (𝓝 A) := by
  have hc : Continuous (fun w : ℂ => A + B * w + C * w ^ 2 + D * w ^ 3) := by fun_prop
  have h := (hc.tendsto 0).comp tendsto_inv
  simpa [Function.comp_def] using h

private lemma leading_zero (k : ℕ) (A B C D : ℂ)
    (h : Tendsto (fun z : ℂ => z ^ k * (A + B * z⁻¹ + C * z⁻¹ ^ 2 + D * z⁻¹ ^ 3))
      (cobounded ℂ) (𝓝 0)) : A = 0 := by
  have t := h.mul (tendsto_inv.pow k)
  rw [zero_mul] at t
  refine tendsto_nhds_unique (tendsto_inv_poly A B C D) (t.congr' ?_)
  filter_upwards [eventually_ne] with z hz
  rw [mul_right_comm, ← mul_pow, mul_inv_cancel₀ hz, one_pow, one_mul]

/-- A cubic polynomial that tends to zero at large `z` has only zero coefficients. -/
theorem cubic_coeffs (A B C D : ℂ)
    (h : Tendsto (fun z : ℂ => A * z ^ 3 + B * z ^ 2 + C * z + D) (cobounded ℂ) (𝓝 0)) :
    A = 0 ∧ B = 0 ∧ C = 0 ∧ D = 0 := by
  -- strip off the leading power, one after the other
  have hA : A = 0 := leading_zero 3 A B C D (h.congr' (by
    filter_upwards [eventually_ne] with z hz
    have e := mul_inv_cancel₀ hz
    generalize z⁻¹ = w at e ⊢
    linear_combination -(B * z ^ 2 + C * z * (1 + z * w)
      + D * (1 + z * w + z ^ 2 * w ^ 2)) * e))
  have hB : B = 0 := leading_zero 2 B C D 0 (h.congr' (by
    filter_upwards [eventually_ne] with z hz
    have e := mul_inv_cancel₀ hz
    generalize z⁻¹ = w at e ⊢
    linear_combination -(C * z + D * (1 + z * w)) * e + z ^ 3 * hA))
  have hC : C = 0 := leading_zero 1 C D 0 0 (h.congr' (by
    filter_upwards [eventually_ne] with z hz
    have e := mul_inv_cancel₀ hz
    generalize z⁻¹ = w at e ⊢
    linear_combination -D * e + z ^ 3 * hA + z ^ 2 * hB))
  have hD : D = 0 := leading_zero 0 D 0 0 0 (h.congr' (by
    filter_upwards with z
    linear_combination z ^ 3 * hA + z ^ 2 * hB + z * hC))
  exact ⟨hA, hB, hC, hD⟩

/-- The approximant has prescribed moments exactly when its coefficients solve the four
Padé equations. -/
theorem hasMoments_pade_iff (a b c d m₀ m₁ m₂ m₃ : ℂ) :
    HasMoments (pade a b c d) m₀ m₁ m₂ m₃ ↔
      a = m₀ ∧ b = m₁ + c * m₀ ∧ m₂ + c * m₁ + d * m₀ = 0 ∧ m₃ + c * m₂ + d * m₁ = 0 := by
  have hu := tendsto_inv_poly 1 c d 0
  have hr := tendsto_inv_poly 0 (-(c * m₃ + d * m₂)) (-(d * m₃)) 0
  -- the error times (denominator / z²) is a cubic plus vanishing terms
  have key : ∀ᶠ z : ℂ in cobounded ℂ,
      (1 + c * z⁻¹ + d * z⁻¹ ^ 2 + 0 * z⁻¹ ^ 3) * (z ^ 4 * (pade a b c d z -
        (m₀ / z + m₁ / z ^ 2 + m₂ / z ^ 3 + m₃ / z ^ 4))) =
      ((a - m₀) * z ^ 3 + (b - m₁ - c * m₀) * z ^ 2 + (-(m₂ + c * m₁ + d * m₀)) * z
        + (-(m₃ + c * m₂ + d * m₁))) +
      (0 + (-(c * m₃ + d * m₂)) * z⁻¹ + (-(d * m₃)) * z⁻¹ ^ 2 + 0 * z⁻¹ ^ 3) := by
    filter_upwards [eventually_ne, hu.eventually_ne one_ne_zero] with z hz hne
    have hQ : z ^ 2 + c * z + d ≠ 0 := by
      intro h
      apply hne
      have e := mul_inv_cancel₀ hz
      generalize z⁻¹ = w at e ⊢
      linear_combination w ^ 2 * h - (1 + z * w + c * w) * e
    -- clear the denominator of the approximant and eliminate b
    have h1 : pade a b c d z * (z ^ 2 + c * z + d) = a * z + b := div_mul_cancel₀ _ hQ
    generalize pade a b c d z = f at h1 ⊢
    have hb : b = f * (z ^ 2 + c * z + d) - a * z := by linear_combination -h1
    rw [hb]
    field_simp
    ring
  constructor
  · intro h
    unfold HasMoments at h
    have t := ((hu.mul h).congr' key).sub hr
    simp only [add_sub_cancel_right, mul_zero, sub_zero] at t
    obtain ⟨hA, hB, hC, hD⟩ := cubic_coeffs _ _ _ _ t
    exact ⟨by linear_combination hA, by linear_combination hB,
      by linear_combination -hC, by linear_combination -hD⟩
  · rintro ⟨ha, hb, hc, hd⟩
    have t := hr.div hu one_ne_zero
    rw [zero_div] at t
    refine t.congr' ?_
    filter_upwards [key, hu.eventually_ne one_ne_zero] with z hk hne
    simp only [Pi.div_apply]
    rw [div_eq_iff hne]
    linear_combination -hk - z ^ 3 * ha - z ^ 2 * hb + z * hc + hd

/-- For nonzero noise `ε`, the only approximant with moments `1, 0, ε, ε s` is
`(z - s) / (z² - s z - ε)`. -/
theorem noisy_pade_unique {s ε : ℂ} (hε : ε ≠ 0) (a b c d : ℂ) :
    HasMoments (pade a b c d) 1 0 ε (ε * s) ↔ a = 1 ∧ b = -s ∧ c = -s ∧ d = -ε := by
  rw [hasMoments_pade_iff]
  constructor
  · rintro ⟨ha, hb, hc, hd⟩
    have h : c = -s := mul_left_cancel₀ hε (by linear_combination hd)
    exact ⟨ha, by linear_combination hb + h, h, by linear_combination hc⟩
  · rintro ⟨rfl, rfl, rfl, rfl⟩
    refine ⟨rfl, ?_, ?_, ?_⟩ <;> ring

/-- Without noise the coefficients are not unique: `(z + c) / (z² + c z)` has the moments `1, 0, 0,
0` for every `c`. -/
theorem noiseless_pade_degenerate (c : ℂ) : HasMoments (pade 1 c c 0) 1 0 0 0 := by
  rw [hasMoments_pade_iff]
  simp

/-- If `s² + 4ε ≥ 0`, the spurious pole `p` satisfies `p (p - s) = ε`. -/
theorem spuriousPole_mul_sub {s ε : ℝ} (h : 0 ≤ s ^ 2 + 4 * ε) :
    spuriousPole s ε * (spuriousPole s ε - s) = ε := by
  unfold spuriousPole
  linear_combination (1 / 4) * Real.sq_sqrt h

/-- For real `s` and `ε ≠ 0` with `s² + 4ε > 0`, every approximant fitted to the moments `1, 0, ε, ε
s` has a zero at `s` and a simple pole at `spuriousPole s ε` with the nonzero residue
`spuriousWeight s ε`. -/
theorem fitted_zero_and_pole {s ε : ℝ} (hε : ε ≠ 0) (hD : 0 < s ^ 2 + 4 * ε) {a b c d : ℂ}
    (h : HasMoments (pade a b c d) 1 0 ε (ε * s)) :
    (a * s + b = 0 ∧ (s : ℂ) ^ 2 + c * s + d ≠ 0) ∧ spuriousWeight s ε ≠ 0 ∧
      Tendsto (fun z : ℂ => (z - spuriousPole s ε) * pade a b c d z)
        (𝓝[≠] (spuriousPole s ε : ℂ)) (𝓝 (spuriousWeight s ε : ℂ)) := by
  have hεc : (ε : ℂ) ≠ 0 := Complex.ofReal_ne_zero.2 hε
  obtain ⟨rfl, rfl, rfl, rfl⟩ := (noisy_pade_unique hεc a b c d).1 h
  have hm := spuriousPole_mul_sub hD.le
  have hr : √(s ^ 2 + 4 * ε) ≠ 0 := (Real.sqrt_pos.2 hD).ne'
  have hpq : spuriousPole s ε - genuinePole s ε = √(s ^ 2 + 4 * ε) := by
    unfold spuriousPole genuinePole
    ring
  have hq : genuinePole s ε = s - spuriousPole s ε := by
    unfold spuriousPole genuinePole
    ring
  refine ⟨⟨by ring, fun h0 => hεc (by linear_combination -h0)⟩, ?_, ?_⟩
  · refine div_ne_zero (fun h0 => hε ?_) hr
    rw [← hm, h0, mul_zero]
  · have hmc : (spuriousPole s ε : ℂ) * (spuriousPole s ε - s) = ε := by exact_mod_cast hm
    have hqc : (genuinePole s ε : ℂ) = s - spuriousPole s ε := by exact_mod_cast hq
    have hne : (spuriousPole s ε : ℂ) - genuinePole s ε ≠ 0 := by
      rw [← Complex.ofReal_sub, hpq]
      exact Complex.ofReal_ne_zero.2 hr
    have hw : (spuriousWeight s ε : ℂ) =
        ((spuriousPole s ε : ℂ) - s) / (spuriousPole s ε - genuinePole s ε) := by
      rw [spuriousWeight, ← hpq]
      push_cast
      rfl
    have hc : ContinuousAt (fun z : ℂ => (z - s) / (z - genuinePole s ε))
        (spuriousPole s ε : ℂ) :=
      (continuousAt_id.sub continuousAt_const).div
        (continuousAt_id.sub continuousAt_const) hne
    rw [hw]
    refine (hc.tendsto.mono_left nhdsWithin_le_nhds).congr' ?_
    filter_upwards [self_mem_nhdsWithin] with z hz
    have hz' : z - (spuriousPole s ε : ℂ) ≠ 0 := sub_ne_zero.2 hz
    -- factorise the denominator and cancel the pole
    have hf : z ^ 2 + -(s : ℂ) * z + -(ε : ℂ) =
        (z - spuriousPole s ε) * (z - genuinePole s ε) := by
      rw [hqc]
      linear_combination hmc
    rw [pade, hf, ← mul_div_assoc, mul_div_mul_left _ _ hz']
    ring

/-- **Froissart doublet.** Let `s > 0`. As the noise `ε` tends to zero, the signed difference `p -
s` between the spurious pole `p` and the zero `s`, divided by `ε`, tends to `1/s`, and the weight
`spuriousWeight s ε` divided by `ε` tends to `1/s²`. -/
theorem froissart_doublet {s : ℝ} (hs : 0 < s) :
    Tendsto (fun ε => (spuriousPole s ε - s) / ε) (𝓝[≠] 0) (𝓝 (1 / s)) ∧
      Tendsto (fun ε => spuriousWeight s ε / ε) (𝓝[≠] 0) (𝓝 (1 / s ^ 2)) := by
  have hr : Tendsto (fun ε : ℝ => √(s ^ 2 + 4 * ε)) (𝓝[≠] 0) (𝓝 s) := by
    have hc : Continuous (fun ε : ℝ => √(s ^ 2 + 4 * ε)) := by fun_prop
    have h := (hc.tendsto 0).mono_left (nhdsWithin_le_nhds (s := {0}ᶜ))
    simpa only [mul_zero, add_zero, Real.sqrt_sq hs.le] using h
  have hp : Tendsto (fun ε => spuriousPole s ε) (𝓝[≠] 0) (𝓝 s) := by
    have h := (hr.const_add s).div_const 2
    rwa [add_self_div_two] at h
  have h1 : Tendsto (fun ε => (spuriousPole s ε - s) / ε) (𝓝[≠] 0) (𝓝 (1 / s)) := by
    rw [one_div]
    refine (hp.inv₀ hs.ne').congr' ?_
    filter_upwards [self_mem_nhdsWithin, hr.eventually (lt_mem_nhds hs),
      hp.eventually (lt_mem_nhds hs)] with ε hε hD hpos
    -- the signed difference p - s over ε is exactly 1/p
    have hm := spuriousPole_mul_sub (Real.sqrt_pos.1 hD).le
    rw [eq_div_iff hε, inv_mul_eq_iff_eq_mul₀ hpos.ne']
    exact hm.symm
  refine ⟨h1, ?_⟩
  have h2 := h1.div hr hs.ne'
  rw [div_div, ← sq] at h2
  exact h2.congr (fun ε => div_right_comm _ _ _)

/-- For `s > 0`, the signed position of the other pole, divided by the noise `ε`, tends to `-1/s` as
`ε` tends to zero. -/
theorem genuinePole_shift {s : ℝ} (hs : 0 < s) :
    Tendsto (fun ε => genuinePole s ε / ε) (𝓝[≠] 0) (𝓝 (-(1 / s))) := by
  refine (froissart_doublet hs).1.neg.congr (fun ε => ?_)
  unfold genuinePole spuriousPole
  ring

end

end FroissartDoublet
```

```lean
#print axioms FroissartDoublet.noiseless_pade_degenerate
#print axioms FroissartDoublet.fitted_zero_and_pole
#print axioms FroissartDoublet.froissart_doublet
#print axioms FroissartDoublet.genuinePole_shift
```

```
'FroissartDoublet.noiseless_pade_degenerate' depends on axioms: [propext, Classical.choice, Quot.sound]
'FroissartDoublet.fitted_zero_and_pole' depends on axioms: [propext, Classical.choice, Quot.sound]
'FroissartDoublet.froissart_doublet' depends on axioms: [propext, Classical.choice, Quot.sound]
'FroissartDoublet.genuinePole_shift' depends on axioms: [propext, Classical.choice, Quot.sound]
```

## How the proof follows the algebra

`leading_zero` divides by the highest power of $z$ and uses uniqueness of limits; `cubic_coeffs` applies it four times. In `hasMoments_pade_iff`, the fact `key` is the multiplied-out error identity, valid for large $z$. One direction subtracts the vanishing terms and calls `cubic_coeffs`; the other divides them by $Q(z)/z^2$.

`noisy_pade_unique` solves the four equations, cancelling $\varepsilon$ with `mul_left_cancel₀`, and `noiseless_pade_degenerate` checks the family at $\varepsilon=0$. `spuriousPole_mul_sub` proves $p(p-s)=\varepsilon$ from the square of the root.

`fitted_zero_and_pole` substitutes the unique coefficients, factorises the denominator in `hf`, and takes the residue by continuity of $(z-s)/(z-q)$ at $p$. In `froissart_doublet`, `hr` and `hp` are the limits of $r$ and $p$. The first result follows from $(p-s)/\varepsilon=1/p$, and dividing it by $r$ gives the second. `genuinePole_shift` negates the first limit.
